# Second-order accuracy of the squared mixed estimate over the variational estimate, for a non-zero expectation value

The mixed estimate squared over the variational estimate reproduces $\langle\phi,A\phi\rangle$ up to $O(\varepsilon^2)$ as $\varepsilon\to0$, when the trial state is $\psi=\phi+\varepsilon\chi$. Here $A$ is a symmetric operator on a real inner-product space, $\phi$ is a unit vector with $\langle\phi,A\phi\rangle\neq0$, and $\chi$ is orthogonal to $\phi$.

```lean
import Mathlib

open Filter Topology Asymptotics
open scoped InnerProductSpace

namespace RatioPureEstimator

noncomputable section

variable {E : Type*} [NormedAddCommGroup E] [InnerProductSpace ℝ E]

/-- The trial state `φ + ε χ`: the target state `φ` with an admixture `χ` of amplitude `ε`. -/
def trial (φ χ : E) (ε : ℝ) : E := φ + ε • χ

/-- The mixed estimate `⟨ψ, A φ⟩ / ⟨ψ, φ⟩`, for states with non-zero overlap. -/
def mixed (A : E →ₗ[ℝ] E) (ψ φ : E) : ℝ := ⟪ψ, A φ⟫_ℝ / ⟪ψ, φ⟫_ℝ

/-- The variational estimate `⟨ψ, A ψ⟩ / ⟨ψ, ψ⟩`, for a non-zero state `ψ`. -/
def variational (A : E →ₗ[ℝ] E) (ψ : E) : ℝ := ⟪ψ, A ψ⟫_ℝ / ⟪ψ, ψ⟫_ℝ

/-- The ratio estimator: the mixed estimate squared over the variational estimate, for
states with non-zero overlap and a non-zero variational estimate. -/
def ratioEstimator (A : E →ₗ[ℝ] E) (ψ φ : E) : ℝ := mixed A ψ φ ^ 2 / variational A ψ

/-- For a unit vector `φ` and `χ` orthogonal to it, the mixed estimate is exactly linear
in the admixture `ε`. -/
theorem mixed_trial (A : E →ₗ[ℝ] E) {φ χ : E} (hφ : ‖φ‖ = 1) (h : ⟪φ, χ⟫_ℝ = 0) (ε : ℝ) :
    mixed A (trial φ χ ε) φ = ⟪φ, A φ⟫_ℝ + ε * ⟪χ, A φ⟫_ℝ := by
  have h' : ⟪χ, φ⟫_ℝ = 0 := (real_inner_comm _ _).trans h
  have h1 : ⟪φ, φ⟫_ℝ = 1 := by rw [real_inner_self_eq_norm_sq, hφ]; norm_num
  simp only [mixed, trial, inner_add_left, real_inner_smul_left, h', h1]
  rw [mul_zero, add_zero, div_one]

/-- For symmetric `A`, the unnormalised expectation value in the trial state is quadratic
in the admixture `ε`. -/
theorem inner_trial {A : E →ₗ[ℝ] E} (hA : A.IsSymmetric) (φ χ : E) (ε : ℝ) :
    ⟪trial φ χ ε, A (trial φ χ ε)⟫_ℝ =
      ⟪φ, A φ⟫_ℝ + 2 * ε * ⟪χ, A φ⟫_ℝ + ε ^ 2 * ⟪χ, A χ⟫_ℝ := by
  have hs : ⟪φ, A χ⟫_ℝ = ⟪χ, A φ⟫_ℝ := (hA φ χ).symm.trans (real_inner_comm _ _)
  simp only [trial, map_add, map_smul, inner_add_left, inner_add_right,
    real_inner_smul_left, real_inner_smul_right, hs]
  ring

/-- For symmetric `A`, a unit vector `φ` and `χ` orthogonal to it, the variational estimate
is this quotient of two quadratic polynomials in `ε`. -/
theorem variational_trial {A : E →ₗ[ℝ] E} (hA : A.IsSymmetric) {φ χ : E} (hφ : ‖φ‖ = 1)
    (h : ⟪φ, χ⟫_ℝ = 0) (ε : ℝ) :
    variational A (trial φ χ ε) =
      (⟪φ, A φ⟫_ℝ + 2 * ε * ⟪χ, A φ⟫_ℝ + ε ^ 2 * ⟪χ, A χ⟫_ℝ) / (1 + ε ^ 2 * ‖χ‖ ^ 2) := by
  have h' : ⟪χ, φ⟫_ℝ = 0 := (real_inner_comm _ _).trans h
  have hn : ⟪trial φ χ ε, trial φ χ ε⟫_ℝ = 1 + ε ^ 2 * ‖χ‖ ^ 2 := by
    simp only [trial, inner_add_left, inner_add_right, real_inner_smul_left,
      real_inner_smul_right, h, h']
    simp only [real_inner_self_eq_norm_sq, hφ]
    ring
  rw [variational, inner_trial hA, hn]

/-- Exact error of the ratio estimator for symmetric `A`, a unit vector `φ` and `χ`
orthogonal to it, whenever the expectation value in the trial state is non-zero. -/
theorem ratio_error {A : E →ₗ[ℝ] E} (hA : A.IsSymmetric) {φ χ : E} (hφ : ‖φ‖ = 1)
    (h : ⟪φ, χ⟫_ℝ = 0) {ε : ℝ} (hV : ⟪trial φ χ ε, A (trial φ χ ε)⟫_ℝ ≠ 0) :
    ratioEstimator A (trial φ χ ε) φ - ⟪φ, A φ⟫_ℝ =
      ε ^ 2 * ((⟪χ, A φ⟫_ℝ ^ 2 - ⟪φ, A φ⟫_ℝ * ⟪χ, A χ⟫_ℝ
        + ‖χ‖ ^ 2 * (⟪φ, A φ⟫_ℝ + ε * ⟪χ, A φ⟫_ℝ) ^ 2) /
        (⟪φ, A φ⟫_ℝ + 2 * ε * ⟪χ, A φ⟫_ℝ + ε ^ 2 * ⟪χ, A χ⟫_ℝ)) := by
  rw [inner_trial hA] at hV
  rw [ratioEstimator, mixed_trial A hφ h, variational_trial hA hφ h, div_div_eq_mul_div,
    ← mul_div_assoc, eq_div_iff hV, sub_mul, div_mul_cancel₀ _ hV]
  -- the terms linear in `ε` cancel
  ring

/-- Leading error coefficient: for symmetric `A`, a unit vector `φ` with `⟨φ, A φ⟩ ≠ 0` and
`χ` orthogonal to `φ`, the error of the ratio estimator over `ε²` has this limit. -/
theorem ratio_error_limit {A : E →ₗ[ℝ] E} (hA : A.IsSymmetric) {φ χ : E} (hφ : ‖φ‖ = 1)
    (h : ⟪φ, χ⟫_ℝ = 0) (ha : ⟪φ, A φ⟫_ℝ ≠ 0) :
    Tendsto (fun ε : ℝ => (ratioEstimator A (trial φ χ ε) φ - ⟪φ, A φ⟫_ℝ) / ε ^ 2) (𝓝[≠] 0)
      (𝓝 ((⟪χ, A φ⟫_ℝ ^ 2 - ⟪φ, A φ⟫_ℝ * ⟪χ, A χ⟫_ℝ + ‖χ‖ ^ 2 * ⟪φ, A φ⟫_ℝ ^ 2) /
        ⟪φ, A φ⟫_ℝ)) := by
  have hN : Continuous fun ε : ℝ => ⟪χ, A φ⟫_ℝ ^ 2 - ⟪φ, A φ⟫_ℝ * ⟪χ, A χ⟫_ℝ
      + ‖χ‖ ^ 2 * (⟪φ, A φ⟫_ℝ + ε * ⟪χ, A φ⟫_ℝ) ^ 2 := by fun_prop
  have hD : Continuous fun ε : ℝ =>
      ⟪φ, A φ⟫_ℝ + 2 * ε * ⟪χ, A φ⟫_ℝ + ε ^ 2 * ⟪χ, A χ⟫_ℝ := by fun_prop
  have hD0 := hD.tendsto' 0 ⟪φ, A φ⟫_ℝ (by simp)
  refine (((hN.tendsto' 0 _ (by rw [zero_mul, add_zero])).div hD0 ha).mono_left
    nhdsWithin_le_nhds).congr' ?_
  -- near `ε = 0` the denominator stays away from zero
  filter_upwards [self_mem_nhdsWithin, nhdsWithin_le_nhds (hD0.eventually_ne ha)] with ε hε hv
  have key := ratio_error hA hφ h (ε := ε) (by rw [inner_trial hA]; exact hv)
  exact ((congrArg (· / ε ^ 2) key).trans (mul_div_cancel_left₀ _ (pow_ne_zero 2 hε))).symm

/-- For symmetric `A`, a unit vector `φ` with `⟨φ, A φ⟩ ≠ 0` and `χ` orthogonal to `φ`, the
ratio estimator differs from the pure value `⟨φ, A φ⟩` by `O(ε²)`. -/
theorem ratio_isBigO {A : E →ₗ[ℝ] E} (hA : A.IsSymmetric) {φ χ : E} (hφ : ‖φ‖ = 1)
    (h : ⟪φ, χ⟫_ℝ = 0) (ha : ⟪φ, A φ⟫_ℝ ≠ 0) :
    (fun ε : ℝ => ratioEstimator A (trial φ χ ε) φ - ⟪φ, A φ⟫_ℝ) =O[𝓝 0]
      fun ε : ℝ => ε ^ 2 := by
  have hb : (fun ε : ℝ => ratioEstimator A (trial φ χ ε) φ - ⟪φ, A φ⟫_ℝ) =O[𝓝[≠] 0]
      fun ε : ℝ => ε ^ 2 := by
    refine isBigO_of_div_tendsto_nhds ?_ _ (ratio_error_limit hA hφ h ha)
    filter_upwards [self_mem_nhdsWithin] with ε hε h0
    exact absurd h0 (pow_ne_zero 2 hε)
  obtain ⟨C, hC⟩ := hb.bound
  rw [eventually_nhdsWithin_iff] at hC
  refine IsBigO.of_bound C ?_
  filter_upwards [hC] with ε hε
  rcases eq_or_ne ε 0 with rfl | hne
  · -- without admixture the estimator is exact
    have h0 : ratioEstimator A (trial φ χ 0) φ - ⟪φ, A φ⟫_ℝ = 0 := by
      rw [ratio_error hA hφ h (by rw [inner_trial hA]; simpa using ha)]
      simp
    rw [h0]
    simp
  · exact hε hne

/-- For symmetric `A`, a unit vector `φ` with `⟨φ, A φ⟩ ≠ 0` and `χ` orthogonal to `φ`, the
estimator `mixed * (mixed / variational) ^ p` has slope `(1 - p) ⟨χ, A φ⟩` at `ε = 0`. -/
theorem power_family_slope {A : E →ₗ[ℝ] E} (hA : A.IsSymmetric) {φ χ : E} (hφ : ‖φ‖ = 1)
    (h : ⟪φ, χ⟫_ℝ = 0) (ha : ⟪φ, A φ⟫_ℝ ≠ 0) (p : ℝ) :
    HasDerivAt (fun ε : ℝ => mixed A (trial φ χ ε) φ *
      (mixed A (trial φ χ ε) φ / variational A (trial φ χ ε)) ^ p)
      ((1 - p) * ⟪χ, A φ⟫_ℝ) 0 := by
  have M0 : mixed A (trial φ χ 0) φ = ⟪φ, A φ⟫_ℝ := by rw [mixed_trial A hφ h]; ring
  have V0 : variational A (trial φ χ 0) = ⟪φ, A φ⟫_ℝ := by
    rw [variational_trial hA hφ h]; simp
  have hM : HasDerivAt (fun ε : ℝ => mixed A (trial φ χ ε) φ) ⟪χ, A φ⟫_ℝ 0 := by
    simp only [mixed_trial A hφ h]
    exact (((hasDerivAt_id' (0 : ℝ)).mul_const _).const_add _).congr_deriv (one_mul _)
  -- the variational estimate has twice the slope of the mixed one
  have hV : HasDerivAt (fun ε : ℝ => variational A (trial φ χ ε)) (2 * ⟪χ, A φ⟫_ℝ) 0 := by
    simp only [variational_trial hA hφ h]
    exact ((((((hasDerivAt_id' (0 : ℝ)).const_mul 2).mul_const _).const_add _).fun_add
      ((hasDerivAt_pow 2 (0 : ℝ)).mul_const _)).fun_div
      (((hasDerivAt_pow 2 (0 : ℝ)).mul_const _).const_add 1) (by simp)).congr_deriv (by simp)
  have hc : ⟪χ, A φ⟫_ℝ / ⟪φ, A φ⟫_ℝ * ⟪φ, A φ⟫_ℝ = ⟪χ, A φ⟫_ℝ := div_mul_cancel₀ _ ha
  have hQ : HasDerivAt (fun ε : ℝ => mixed A (trial φ χ ε) φ / variational A (trial φ χ ε))
      (-(⟪χ, A φ⟫_ℝ / ⟪φ, A φ⟫_ℝ)) 0 := by
    refine (hM.fun_div hV (by rw [V0]; exact ha)).congr_deriv ?_
    simp only [M0, V0]
    rw [div_eq_iff (pow_ne_zero 2 ha)]
    linear_combination ⟪φ, A φ⟫_ℝ * hc
  refine (hM.fun_mul (hQ.rpow_const (p := p)
    (Or.inl (by rw [M0, V0, div_self ha]; exact one_ne_zero)))).congr_deriv ?_
  simp only [M0, V0, div_self ha, Real.one_rpow]
  linear_combination (-p) * hc

/-- For symmetric `A`, a unit vector `φ` and `χ` orthogonal to it, if `⟨φ, A φ⟩ = 0` and
`⟨χ, A φ⟩ ≠ 0`, the ratio estimator over `ε` tends to `⟨χ, A φ⟩ / 2`. -/
theorem ratio_first_order_of_zero {A : E →ₗ[ℝ] E} (hA : A.IsSymmetric) {φ χ : E}
    (hφ : ‖φ‖ = 1) (h : ⟪φ, χ⟫_ℝ = 0) (ha : ⟪φ, A φ⟫_ℝ = 0) (hb : ⟪χ, A φ⟫_ℝ ≠ 0) :
    Tendsto (fun ε : ℝ => ratioEstimator A (trial φ χ ε) φ / ε) (𝓝[≠] 0)
      (𝓝 (⟪χ, A φ⟫_ℝ / 2)) := by
  have hN : Continuous fun ε : ℝ => ⟪χ, A φ⟫_ℝ ^ 2 * (1 + ε ^ 2 * ‖χ‖ ^ 2) := by fun_prop
  have hD : Continuous fun ε : ℝ => 2 * ⟪χ, A φ⟫_ℝ + ε * ⟪χ, A χ⟫_ℝ := by fun_prop
  have hl : ⟪χ, A φ⟫_ℝ / 2 = ⟪χ, A φ⟫_ℝ ^ 2 / (2 * ⟪χ, A φ⟫_ℝ) := by
    rw [eq_div_iff (mul_ne_zero two_ne_zero hb)]
    ring
  rw [hl]
  refine (((hN.tendsto' 0 _ (by simp)).div (hD.tendsto' 0 _ (by simp))
    (mul_ne_zero two_ne_zero hb)).mono_left nhdsWithin_le_nhds).congr' ?_
  filter_upwards [self_mem_nhdsWithin] with ε hε
  have hε' : ε ≠ 0 := hε
  -- one power of `ε` cancels between numerator and denominator
  have key : ratioEstimator A (trial φ χ ε) φ = ε * (⟪χ, A φ⟫_ℝ ^ 2 * (1 + ε ^ 2 * ‖χ‖ ^ 2) /
      (2 * ⟪χ, A φ⟫_ℝ + ε * ⟪χ, A χ⟫_ℝ)) := by
    rw [ratioEstimator, mixed_trial A hφ h, variational_trial hA hφ h, ha, div_div_eq_mul_div,
      show (0 + ε * ⟪χ, A φ⟫_ℝ) ^ 2 * (1 + ε ^ 2 * ‖χ‖ ^ 2) =
        ε * (ε * (⟪χ, A φ⟫_ℝ ^ 2 * (1 + ε ^ 2 * ‖χ‖ ^ 2))) by ring,
      show 0 + 2 * ε * ⟪χ, A φ⟫_ℝ + ε ^ 2 * ⟪χ, A χ⟫_ℝ =
        ε * (2 * ⟪χ, A φ⟫_ℝ + ε * ⟪χ, A χ⟫_ℝ) by ring,
      mul_div_mul_left _ _ hε', mul_div_assoc]
  exact ((congrArg (· / ε) key).trans (mul_div_cancel_left₀ _ hε')).symm

/-- The operator `x ↦ ⟨φ, x⟩ φ`, which for a unit vector `φ` is the projector onto `φ`. -/
def projector (φ : E) : E →ₗ[ℝ] E where
  toFun x := ⟪φ, x⟫_ℝ • φ
  map_add' x y := by rw [inner_add_right, add_smul]
  map_smul' c x := by rw [real_inner_smul_right, mul_smul, RingHom.id_apply]

/-- For the projector onto a unit vector `φ`, and `χ` orthogonal to `φ`, the error of the
ratio estimator is exactly `ε² ‖χ‖²`. -/
theorem ratio_error_projector {φ χ : E} (hφ : ‖φ‖ = 1) (h : ⟪φ, χ⟫_ℝ = 0) (ε : ℝ) :
    ratioEstimator (projector φ) (trial φ χ ε) φ - ⟪φ, projector φ φ⟫_ℝ =
      ε ^ 2 * ‖χ‖ ^ 2 := by
  have hP : (projector φ).IsSymmetric := by
    intro x y
    change ⟪⟪φ, x⟫_ℝ • φ, y⟫_ℝ = ⟪x, ⟪φ, y⟫_ℝ • φ⟫_ℝ
    rw [real_inner_smul_left, real_inner_smul_right, real_inner_comm φ x]
    ring
  have h' : ⟪χ, φ⟫_ℝ = 0 := (real_inner_comm _ _).trans h
  have h1 : ⟪φ, φ⟫_ℝ = 1 := by rw [real_inner_self_eq_norm_sq, hφ]; norm_num
  have hp : ∀ x, projector φ x = ⟪φ, x⟫_ℝ • φ := fun _ => rfl
  rw [ratioEstimator, mixed_trial _ hφ h, variational_trial hP hφ h]
  simp only [hp, h, h', h1, one_smul, zero_smul, inner_zero_right]
  simp

end

end RatioPureEstimator
```

```lean
#print axioms RatioPureEstimator.ratio_isBigO
#print axioms RatioPureEstimator.power_family_slope
#print axioms RatioPureEstimator.ratio_first_order_of_zero
#print axioms RatioPureEstimator.ratio_error_projector
```

```
'RatioPureEstimator.ratio_isBigO' depends on axioms: [propext, Classical.choice, Quot.sound]
'RatioPureEstimator.power_family_slope' depends on axioms: [propext, Classical.choice, Quot.sound]
'RatioPureEstimator.ratio_first_order_of_zero' depends on axioms: [propext, Classical.choice, Quot.sound]
'RatioPureEstimator.ratio_error_projector' depends on axioms: [propext, Classical.choice, Quot.sound]
```

## Target state, trial state and estimates

In diffusion Monte Carlo, $\phi$ stands for the state that the projection reaches and $\psi$ for the trial function. With importance sampling, the walkers sample the product $\psi\phi$, which gives the mixed estimate $M$; sampling $\psi^2$ gives the variational estimate $V$:

$$M=\frac{\langle\psi,A\phi\rangle}{\langle\psi,\phi\rangle},\qquad V=\frac{\langle\psi,A\psi\rangle}{\langle\psi,\psi\rangle}.$$

These are `mixed` and `variational`, and `ratioEstimator` is $R=M^2/V$. The pure value is $\langle\phi,A\phi\rangle$. For an observable that does not commute with the Hamiltonian, $M$ generally has an error linear in $\varepsilon$; if the pure value is non-zero, $R$ removes it within this one-parameter model, which contains no statistical, time-step or population error.

In Lean, `E` is the real inner-product space, of any dimension, and `A : E →ₗ[ℝ] E` is a linear map defined on all of it. The hypothesis `A.IsSymmetric` says $\langle Ax,y\rangle=\langle x,Ay\rangle$. On a complete space such a map is bounded, so an unbounded observable such as $r^2$ is excluded if `E` is all of $L^2(\mathbb R^3)$. But `E` need not be complete: the theorems apply to $r^2$ on the subspace of real functions $f$ for which $r^kf$ is square-integrable for every integer $k\ge0$, provided that $\phi$ and $\chi$ lie in it. The vector `trial φ χ ε` is not normalised: its squared norm is $1+\varepsilon^2\|\chi\|^2$, while its overlap with $\phi$ is 1. No Hamiltonian appears, so $\phi$ may equally be a fixed-node state, and the pure value then belongs to that state.

The main theorem, `ratio_isBigO`, expresses the bound with `=O[𝓝 0]`: some constant times $\varepsilon^2$ bounds the error for all sufficiently small $\varepsilon$ of either sign, including zero. The constant may depend on $A$, $\phi$ and $\chi$.

## Cancellation of the linear error

Write $a=\langle\phi,A\phi\rangle$, $b=\langle\chi,A\phi\rangle$, $c=\langle\chi,A\chi\rangle$ and $n=\|\chi\|^2$. Orthogonality gives $\langle\psi,\phi\rangle=1$, and symmetry gives $\langle\phi,A\chi\rangle=b$. Hence

$$M=a+\varepsilon b,\qquad V=\frac{D}{1+\varepsilon^2n},\qquad D=a+2\varepsilon b+\varepsilon^2c.$$

These are `mixed_trial` and `variational_trial`, the latter using `inner_trial` for $D$. If $D\neq0$, then

$$R-a=\frac{(a+\varepsilon b)^2(1+\varepsilon^2n)-aD}{D}.$$

In the numerator, $(a+\varepsilon b)^2-aD=\varepsilon^2(b^2-ac)$, because $a^2$ and $2\varepsilon ab$ cancel. Therefore

$$R-a=\varepsilon^2\,\frac{b^2-ac+n(a+\varepsilon b)^2}{D}.$$

This is `ratio_error`. Its proof inserts the expansions, clears the denominator with `eq_div_iff` and leaves the polynomial identity to `ring`.

As $\varepsilon\to0$, $D\to a\neq0$, so $D$ is non-zero near the origin and

$$\frac{R-a}{\varepsilon^2}\to\frac{b^2-ac+na^2}{a}.$$

`ratio_error_limit` obtains this from the continuity of numerator and denominator. `ratio_isBigO` turns the limit into a bound for small $\varepsilon\neq0$ and adds the point $\varepsilon=0$, where the error vanishes.

## The exponent and the order of the error

The family $M(M/V)^p$, with real $p$, contains the mixed estimate at $p=0$ and $R$ at $p=1$. At $\varepsilon=0$ both $M$ and $V$ equal $a$, with slopes $b$ and $2b$. The quotient rule gives $M/V$ the slope $(ba-2ba)/a^2=-b/a$, and the product rule gives the family the slope

$$b+a\,p\left(-\frac ba\right)=(1-p)b.$$

`power_family_slope` follows the same rules through `HasDerivAt`. If $b\neq0$, only $p=1$ removes the linear term.

The order $\varepsilon^2$ cannot be improved in general. For the projector onto $\phi$, $a=1$ and $b=c=0$, so the error is exactly $\varepsilon^2\|\chi\|^2$. `ratio_error_projector` checks symmetry and substitutes these values into the expansions.

## A vanishing expectation value

Without $a\neq0$ the bound can fail. Take $\phi=(1,0)$, $\chi=(0,1)$ and

$$A=\begin{pmatrix}0&1\\1&0\end{pmatrix}.$$

Then $a=c=0$ and $b=n=1$, so $M=\varepsilon$ and $V=2\varepsilon/(1+\varepsilon^2)$. For $\varepsilon\neq0$,

$$R=\frac{\varepsilon(1+\varepsilon^2)}2,$$

while the pure value is 0: the error is of first order.

`ratio_first_order_of_zero` treats every case with $a=0$ and $b\neq0$. One factor of $\varepsilon$ cancels between $M^2(1+\varepsilon^2n)$ and $D$, leaving

$$\frac R\varepsilon=\frac{b^2(1+\varepsilon^2n)}{2b+\varepsilon c}\to\frac b2.$$
